# The propagator exp(−ixσz/2) is diagonal, with entries cos(x/2) ∓ i sin(x/2)

The theorem `exp_sigmaZ` gives the matrix exponential exp(−ixσz/2) in closed form for every real number x, where σz is the Pauli matrix with diagonal entries 1 and −1. The result is the 2×2 diagonal matrix with entries cos(x/2) − i sin(x/2) and cos(x/2) + i sin(x/2), in that order. In physics this is the rotation of a single spin-1/2 about the z axis by the angle x, with x dimensionless. The proof goes through the formula that exp(cσz) is diagonal with entries e^c and e^(−c) for any complex c, obtained by exponentiating a diagonal matrix entry by entry. It then sets c = −ix/2 and applies Euler's formula to each phase.

This version doesn't compile in Lean 4 with Mathlib:

```lean
import Mathlib

open Matrix
open Complex (I)
open scoped Real

namespace ExpSigmaZ

noncomputable section

/-- The Pauli matrix `σz`. -/
def sigmaZ : Matrix (Fin 2) (Fin 2) ℂ := !![1, 0; 0, -1]

/-- Two-by-two matrices with equal entries are equal. -/
theorem matrix_eq {a b c d a' b' c' d' : ℂ} (ha : a = a') (hb : b = b')
    (hc : c = c') (hd : d = d') : !![a, b; c, d] = !![a', b'; c', d'] := by
  rw [ha, hb, hc, hd]

/-- The propagator `exp(-i x σz / 2)` is diagonal, with entries
`cos(x/2) - i sin(x/2)` and `cos(x/2) + i sin(x/2)`. -/
theorem exp_sigmaZ (x : ℝ) :
    NormedSpace.exp ((-(I * (x : ℂ) / 2)) • sigmaZ) =
      !![(Real.cos (x / 2) : ℂ) - (Real.sin (x / 2) : ℂ) * I, 0;
         0, (Real.cos (x / 2) : ℂ) + (Real.sin (x / 2) : ℂ) * I] := by
  -- the exponential of a diagonal matrix is taken entry by entry
  have hexp : ∀ c : ℂ, NormedSpace.exp (c • sigmaZ) =
      !![Complex.exp c, 0; 0, Complex.exp (-c)] := by
    intro c
    have h : c • sigmaZ = diagonal ![c, -c] := by
      ext i j
      fin_cases i <;> fin_cases j <;> simp [sigmaZ]
    rw [h, Matrix.exp_diagonal, Complex.exp_eq_exp_ℂ]
    ext i j
    fin_cases i <;> fin_cases j <;> simp [Pi.exp_apply]
  rw [hexp]
  -- Euler's formula for the two phases
  refine matrix_eq ?_ rfl rfl ?_
  · rw [show -(I * (x : ℂ) / 2) = ((-(x / 2) : ℝ) : ℂ) * I by push_cast; ring,
      Complex.exp_mul_I, ← Complex.ofReal_cos, ← Complex.ofReal_sin,
      Real.cos_neg, Real.sin_neg, Complex.ofReal_neg]
    ring
  · rw [show -(-(I * (x : ℂ) / 2)) = ((x / 2 : ℝ) : ℂ) * I by push_cast; ring,
      Complex.exp_mul_I, ← Complex.ofReal_cos, ← Complex.ofReal_sin]

end

end ExpSigmaZ
```

Lean reports:

```
Main.lean:34:42: error(lean.unknownIdentifier): Unknown identifier `Pi.exp_apply`
Main.lean:34:42: error(lean.unknownIdentifier): Unknown identifier `Pi.exp_apply`
Main.lean:34:42: error(lean.unknownIdentifier): Unknown identifier `Pi.exp_apply`
Main.lean:34:42: error(lean.unknownIdentifier): Unknown identifier `Pi.exp_apply`
```

Diagnosis. All four messages say the same thing: Lean finds nothing called `Pi.exp_apply` under that name in this file. The name is passed to `simp` after `fin_cases` has split the matrix equation into its four entries, so the error is reported once for each entry.

The fact wanted there is true. `Matrix.exp_diagonal` turns the exponential of a diagonal matrix into a diagonal matrix built from the exponential of the vector `![c, -c]`. To compare the diagonal entries, one must know that a component of that exponential is the exponential of the component.

The unknown name is nevertheless the only fault. When `simp` meets a name it can't resolve in its list, it reports the error and here carries on with the lemmas it has. No message reports an unsolved goal or a failed `simp`, so all four entries were closed without the name: the default `simp` lemmas already cover the step. The errors still keep the file from being accepted.

The repair replaces the unknown name with a local fact, `hpi`, which states the step explicitly. Reading off the component `i` is a ring homomorphism, `Pi.evalRingHom`, and it is continuous by `continuous_apply i`. `NormedSpace.map_exp` says that such a map commutes with the exponential. Since `hpi` exists, the errors disappear. Its proof is sound but wasn't needed to close the goals: deleting `Pi.exp_apply` from the `simp` call would also have been enough.

Fix (accepted with no message):

```diff
@@ -30,7 +30,10 @@
       ext i j
       fin_cases i <;> fin_cases j <;> simp [sigmaZ]
+    have hpi : ∀ (v : Fin 2 → ℂ) (i : Fin 2),
+        NormedSpace.exp v i = NormedSpace.exp (v i) := fun v i =>
+      NormedSpace.map_exp (Pi.evalRingHom (fun _ : Fin 2 => ℂ) i) (continuous_apply i) v
     rw [h, Matrix.exp_diagonal, Complex.exp_eq_exp_ℂ]
     ext i j
-    fin_cases i <;> fin_cases j <;> simp [Pi.exp_apply]
+    fin_cases i <;> fin_cases j <;> simp [hpi]
   rw [hexp]
   -- Euler's formula for the two phases
```
